# Spin conversion across a nonzero gap with an exponentially decaying coupling correlation: a Lorentzian rate, greatest when the decay rate matches the gap

Let a coupling of real strength $V$ lose its memory at rate $G>0$, and let $w$ be a real gap in angular frequency. Then

$$k(G)=\int_0^\infty 2V^2e^{-Gt}\cos(wt)\,dt=\frac{2V^2G}{w^2+G^2}.$$

For $w\neq0$ this rate is at most $V^2/|w|$, a value it takes at $G=|w|$.

## The rate as a cosine transform

A level of one nuclear-spin isomer and a level of the other lie $w$ apart, with $\hbar=1$, and a weak spin-dependent interaction couples them. Given a real-valued time correlation function $C(t)$ of the coupling, the golden-rule rate is $\int_0^\infty 2C(t)\cos(wt)\,dt$. This formula is taken as the definition of the rate and is not derived from a Hamiltonian. The form $C(t)=V^2e^{-Gt}$ is likewise postulated, and $G$ stands for the rate at which the surroundings, collisions for example, destroy the coherence between the two levels. For a single pair of levels in this one-exponential model, faster decoherence cannot push conversion beyond $V^2/|w|$. The rate is even in $w$, so the model has equal upward and downward rates and no thermal populations.

## Six claims and their hypotheses

`expCorrelation V G t` is $V^2e^{-Gt}$, and `conversionRate C w` is the Lebesgue integral over `Ioi 0`, the interval $(0,\infty)$. All quantities are real numbers.

- `conversionRate_exp`: for $G>0$ and any $V$, $w$, the integrand is integrable and $k$ is the Lorentzian. Integrability is stated because Lean assigns zero to the integral of a non-integrable function.
- `conversionRate_deficit`: for $w\ne0$ and $G>0$, an exact formula for $V^2/|w|-k$.
- `conversionRate_max`: under the same hypotheses, the Lorentzian, the bound $k\le V^2/|w|$, and $k(|w|)=V^2/|w|$.
- `conversionRate_eq_max_iff`: if also $V\neq0$, equality holds exactly when $G=|w|$.
- `conversionRate_turnover`: for $w\neq0$, $k$ is nondecreasing on `Ioc 0 |w|`, that is $(0,|w|]$, and nonincreasing on `Ici |w|`, that is $[|w|,\infty)$. The inequalities are not strict, so $V=0$ is included.
- `conversionRate_multiExp`: for $w\ne0$ and $C(t)=\sum_{i\in s}V_i^2e^{-G_it}$ over a finite index set $s$ with every $G_i>0$, the rate is the sum of the Lorentzians and is at most $\sum_{i\in s}V_i^2/|w|$.

The last numerator is $C(0)$. If a simulated correlation function is fitted by finitely many decaying exponentials with nonnegative amplitudes, the rate computed from the fit $C$ is therefore at most $C(0)/|w|$; this says nothing about the error of the fit, and negative amplitudes and oscillating terms are not covered.

## From the antiderivative to the turnover

Write $D=w^2+G^2>0$. Since $|e^{-Gt}\cos wt|\le e^{-Gt}$, the integral converges absolutely. Take

$$F(t)=\frac{e^{-Gt}(w\sin wt-G\cos wt)}{D}.$$

The product rule gives

$$F'(t)=\frac{e^{-Gt}}{D}\left(-Gw\sin wt+G^2\cos wt+w^2\cos wt+Gw\sin wt\right)=e^{-Gt}\cos wt.$$

Also $|F(t)|\le e^{-Gt}(|w|+G)/D\to0$ and $F(0)=-G/D$. The integral is thus $0-F(0)=G/D$, and multiplying by $2V^2$ gives $k$.

For $w\neq0$, using $w^2=|w|^2$,

$$\frac{V^2}{|w|}-k=\frac{V^2\left(w^2+G^2-2|w|G\right)}{|w|D}=\frac{V^2(|w|-G)^2}{|w|D}\ge0.$$

The right side vanishes at $G=|w|$, and for $V\neq0$ only there.

For $0<G_1\le G_2$, a common denominator gives

$$k(G_2)-k(G_1)=\frac{2V^2(G_2-G_1)(w^2-G_1G_2)}{(w^2+G_1^2)(w^2+G_2^2)}.$$

If both decay rates are at most $|w|$ then $G_1G_2\le w^2$ and the difference is nonnegative. If both are at least $|w|$ it is nonpositive. For a finite sum of exponentials the integral splits term by term, each term obeys $2V_i^2G_i/(w^2+G_i^2)\le V_i^2/|w|$, and the bounds add.

## The Lean file

```lean
import Mathlib

open MeasureTheory Set Filter Topology

namespace SpinConversionRate

noncomputable section

/-- Correlation function `V² exp(-G t)` of a coupling of strength `V` that decays at rate `G`. -/
def expCorrelation (V G t : ℝ) : ℝ := V ^ 2 * Real.exp (-G * t)

/-- Conversion rate across a gap `w` for a correlation function `C`: the integral of
`2 C(t) cos(w t)` over positive times. -/
def conversionRate (C : ℝ → ℝ) (w : ℝ) : ℝ := ∫ t in Ioi (0 : ℝ), 2 * C t * Real.cos (w * t)

/-- A damped oscillation `exp(-G t) cos(w t)` with `G > 0` is integrable over positive times. -/
theorem integrableOn_damped_cos {G : ℝ} (hG : 0 < G) (w : ℝ) :
    IntegrableOn (fun t : ℝ => Real.exp (-G * t) * Real.cos (w * t)) (Ioi 0) := by
  refine Integrable.mono' (exp_neg_integrableOn_Ioi 0 hG) ?_ (Eventually.of_forall fun t => ?_)
  · exact (by fun_prop :
      Continuous fun t : ℝ => Real.exp (-G * t) * Real.cos (w * t)).aestronglyMeasurable
  · show ‖Real.exp (-G * t) * Real.cos (w * t)‖ ≤ Real.exp (-G * t)
    rw [Real.norm_eq_abs, abs_mul, abs_of_pos (Real.exp_pos _)]
    exact mul_le_of_le_one_right (Real.exp_pos _).le (Real.abs_cos_le_one _)

/-- For `G > 0` the integral of `exp(-G t) cos(w t)` over positive times is the Lorentzian `G / (w²
+ G²)`. -/
theorem integral_damped_cos {G : ℝ} (hG : 0 < G) (w : ℝ) :
    ∫ t in Ioi (0 : ℝ), Real.exp (-G * t) * Real.cos (w * t) = G / (w ^ 2 + G ^ 2) := by
  have hD : 0 < w ^ 2 + G ^ 2 := by positivity
  -- the antiderivative
  have hd : ∀ t ∈ Ici (0 : ℝ), HasDerivAt
      (fun t : ℝ => Real.exp (-G * t) * (w * Real.sin (w * t) - G * Real.cos (w * t))
        / (w ^ 2 + G ^ 2)) (Real.exp (-G * t) * Real.cos (w * t)) t := by
    intro t _
    have h1 : HasDerivAt (fun t : ℝ => -G * t) (-G) t :=
      ((hasDerivAt_id' t).const_mul (-G)).congr_deriv (mul_one _)
    have h2 : HasDerivAt (fun t : ℝ => w * t) w t :=
      ((hasDerivAt_id' t).const_mul w).congr_deriv (mul_one _)
    have h := (h1.exp.fun_mul ((h2.sin.const_mul w).fun_sub (h2.cos.const_mul G))).div_const
      (w ^ 2 + G ^ 2)
    refine h.congr_deriv ?_
    rw [div_eq_iff hD.ne']
    ring
  have hexp : Tendsto (fun t : ℝ => Real.exp (-G * t)) atTop (𝓝 0) :=
    (Real.tendsto_exp_neg_atTop_nhds_zero.comp (tendsto_id.const_mul_atTop hG)).congr
      (fun t => by simp)
  -- it is a decaying exponential times a bounded factor, so it vanishes at infinity
  have hlim : Tendsto
      (fun t : ℝ => Real.exp (-G * t) * (w * Real.sin (w * t) - G * Real.cos (w * t))
        / (w ^ 2 + G ^ 2)) atTop (𝓝 0) := by
    have hg : Tendsto (fun t : ℝ => Real.exp (-G * t) * ((|w| + G) / (w ^ 2 + G ^ 2)))
        atTop (𝓝 0) := by
      have h := hexp.mul_const ((|w| + G) / (w ^ 2 + G ^ 2))
      rwa [zero_mul] at h
    refine squeeze_zero_norm (fun t => ?_) hg
    have hb : |w * Real.sin (w * t) - G * Real.cos (w * t)| ≤ |w| + G := by
      refine (abs_sub _ _).trans ?_
      rw [abs_mul, abs_mul, abs_of_pos hG]
      exact add_le_add (mul_le_of_le_one_right (abs_nonneg _) (Real.abs_sin_le_one _))
        (mul_le_of_le_one_right hG.le (Real.abs_cos_le_one _))
    rw [Real.norm_eq_abs, abs_div, abs_mul, abs_of_pos (Real.exp_pos _), abs_of_pos hD,
      mul_div_assoc]
    exact mul_le_mul_of_nonneg_left (div_le_div_of_nonneg_right hb hD.le) (Real.exp_pos _).le
  have h := integral_Ioi_of_hasDerivAt_of_tendsto' hd (integrableOn_damped_cos hG w) hlim
  rw [h]
  simp [neg_div]

/-- For exponential decay at rate `G > 0` the rate integrand is integrable and the conversion
rate equals `2 V² G / (w² + G²)`. -/
theorem conversionRate_exp (V w : ℝ) {G : ℝ} (hG : 0 < G) :
    IntegrableOn (fun t => 2 * expCorrelation V G t * Real.cos (w * t)) (Ioi 0) ∧
      conversionRate (expCorrelation V G) w = 2 * V ^ 2 * G / (w ^ 2 + G ^ 2) := by
  have h : (fun t => 2 * expCorrelation V G t * Real.cos (w * t))
      = fun t => 2 * V ^ 2 * (Real.exp (-G * t) * Real.cos (w * t)) := by
    funext t
    unfold expCorrelation
    ring
  unfold conversionRate
  rw [h]
  refine ⟨Integrable.const_mul (integrableOn_damped_cos hG w) _, ?_⟩
  rw [integral_const_mul, integral_damped_cos hG]
  ring

/-- For a nonzero gap and `G > 0` the rate falls short of `V² / |w|` by `V² (|w| - G)² / (|w| (w² +
G²))`. -/
theorem conversionRate_deficit (V : ℝ) {w G : ℝ} (hw : w ≠ 0) (hG : 0 < G) :
    V ^ 2 / |w| - conversionRate (expCorrelation V G) w
      = V ^ 2 * (|w| - G) ^ 2 / (|w| * (w ^ 2 + G ^ 2)) := by
  have ha : 0 < |w| := abs_pos.mpr hw
  have hw2 : w ^ 2 = |w| ^ 2 := (sq_abs w).symm
  rw [(conversionRate_exp V w hG).2, hw2]
  generalize |w| = a at ha ⊢
  have hD : a ^ 2 + G ^ 2 ≠ 0 := by positivity
  have ha' : a ≠ 0 := ha.ne'
  field_simp
  ring

/-- For a nonzero gap and `G > 0` the conversion rate equals `2 V² G / (w² + G²)` and is at
most `V² / |w|`, the value it takes at decay rate `|w|`. -/
theorem conversionRate_max (V : ℝ) {w G : ℝ} (hw : w ≠ 0) (hG : 0 < G) :
    conversionRate (expCorrelation V G) w = 2 * V ^ 2 * G / (w ^ 2 + G ^ 2) ∧
      conversionRate (expCorrelation V G) w ≤ V ^ 2 / |w| ∧
      conversionRate (expCorrelation V |w|) w = V ^ 2 / |w| := by
  have ha : 0 < |w| := abs_pos.mpr hw
  refine ⟨(conversionRate_exp V w hG).2, ?_, ?_⟩
  · have h := conversionRate_deficit V hw hG
    have hn : 0 ≤ V ^ 2 * (|w| - G) ^ 2 / (|w| * (w ^ 2 + G ^ 2)) := by positivity
    linarith
  · have h := conversionRate_deficit V hw ha
    rw [sub_self, zero_pow two_ne_zero, mul_zero, zero_div] at h
    linarith

/-- For nonzero coupling and gap and `G > 0`, the rate equals `V² / |w|` exactly when `G = |w|`. -/
theorem conversionRate_eq_max_iff {V w G : ℝ} (hV : V ≠ 0) (hw : w ≠ 0) (hG : 0 < G) :
    conversionRate (expCorrelation V G) w = V ^ 2 / |w| ↔ G = |w| := by
  have ha : 0 < |w| := abs_pos.mpr hw
  constructor
  · intro h
    have hdef := conversionRate_deficit V hw hG
    rw [h, sub_self] at hdef
    have hD : |w| * (w ^ 2 + G ^ 2) ≠ 0 := by positivity
    have h0 : V ^ 2 * (|w| - G) ^ 2 = 0 := (div_eq_zero_iff.mp hdef.symm).resolve_right hD
    have h1 : (|w| - G) ^ 2 = 0 := (mul_eq_zero.mp h0).resolve_left (pow_ne_zero 2 hV)
    have h2 : |w| - G = 0 := (pow_eq_zero_iff two_ne_zero).mp h1
    linarith
  · intro h
    rw [h]
    exact (conversionRate_max V hw ha).2.2

/-- For a nonzero gap the rate is nondecreasing in the decay rate `G` for `0 < G ≤ |w|` and
nonincreasing for `G ≥ |w|`. -/
theorem conversionRate_turnover (V : ℝ) {w : ℝ} (hw : w ≠ 0) :
    MonotoneOn (fun G => conversionRate (expCorrelation V G) w) (Ioc 0 |w|) ∧
      AntitoneOn (fun G => conversionRate (expCorrelation V G) w) (Ici |w|) := by
  have ha : 0 < |w| := abs_pos.mpr hw
  have hw2 : w ^ 2 = |w| * |w| := by rw [← sq, sq_abs]
  constructor
  · intro G₁ h₁ G₂ h₂ h
    have p₁ : 0 < G₁ := h₁.1
    have p₂ : 0 < G₂ := h₂.1
    show conversionRate (expCorrelation V G₁) w ≤ conversionRate (expCorrelation V G₂) w
    rw [(conversionRate_exp V w p₁).2, (conversionRate_exp V w p₂).2,
      div_le_div_iff₀ (by positivity) (by positivity)]
    -- the sign is that of (G₂ - G₁) (w² - G₁ G₂)
    have key : G₁ * G₂ ≤ w ^ 2 := by
      rw [hw2]
      exact mul_le_mul h₁.2 h₂.2 p₂.le ha.le
    nlinarith [mul_nonneg (sq_nonneg V) (mul_nonneg (sub_nonneg.mpr h) (sub_nonneg.mpr key))]
  · intro G₁ h₁ G₂ h₂ h
    have p₁ : 0 < G₁ := lt_of_lt_of_le ha h₁
    have p₂ : 0 < G₂ := lt_of_lt_of_le ha h₂
    show conversionRate (expCorrelation V G₂) w ≤ conversionRate (expCorrelation V G₁) w
    rw [(conversionRate_exp V w p₁).2, (conversionRate_exp V w p₂).2,
      div_le_div_iff₀ (by positivity) (by positivity)]
    have key : w ^ 2 ≤ G₁ * G₂ := by
      rw [hw2]
      exact mul_le_mul h₁ h₂ ha.le p₁.le
    nlinarith [mul_nonneg (sq_nonneg V) (mul_nonneg (sub_nonneg.mpr h) (sub_nonneg.mpr key))]

/-- For a correlation function that is a finite sum of terms `Vᵢ² exp(-Gᵢ t)` with every `Gᵢ > 0`,
the rate across a nonzero gap is the sum of the Lorentzians and is at most `(∑ Vᵢ²) / |w|`. -/
theorem conversionRate_multiExp {ι : Type*} (s : Finset ι) (V G : ι → ℝ) {w : ℝ} (hw : w ≠ 0)
    (hG : ∀ i ∈ s, 0 < G i) :
    conversionRate (fun t => ∑ i ∈ s, expCorrelation (V i) (G i) t) w
        = ∑ i ∈ s, 2 * V i ^ 2 * G i / (w ^ 2 + G i ^ 2) ∧
      conversionRate (fun t => ∑ i ∈ s, expCorrelation (V i) (G i) t) w
        ≤ (∑ i ∈ s, V i ^ 2) / |w| := by
  -- linearity of the rate in the correlation function
  have hlin : conversionRate (fun t => ∑ i ∈ s, expCorrelation (V i) (G i) t) w
      = ∑ i ∈ s, conversionRate (expCorrelation (V i) (G i)) w := by
    unfold conversionRate
    simp only [Finset.mul_sum, Finset.sum_mul]
    exact MeasureTheory.integral_finsetSum s fun i hi => (conversionRate_exp (V i) w (hG i hi)).1
  rw [hlin]
  refine ⟨Finset.sum_congr rfl fun i hi => (conversionRate_exp (V i) w (hG i hi)).2, ?_⟩
  rw [Finset.sum_div]
  exact Finset.sum_le_sum fun i hi => (conversionRate_max (V i) hw (hG i hi)).2.1

end

end SpinConversionRate
```

```lean
#print axioms SpinConversionRate.conversionRate_eq_max_iff
#print axioms SpinConversionRate.conversionRate_turnover
#print axioms SpinConversionRate.conversionRate_multiExp
```

```
'SpinConversionRate.conversionRate_eq_max_iff' depends on axioms: [propext, Classical.choice, Quot.sound]
'SpinConversionRate.conversionRate_turnover' depends on axioms: [propext, Classical.choice, Quot.sound]
'SpinConversionRate.conversionRate_multiExp' depends on axioms: [propext, Classical.choice, Quot.sound]
```

## The damped cosine in Lean

`integrableOn_damped_cos` is the domination step. `Integrable.mono'` compares with $e^{-Gt}$, integrable by `exp_neg_integrableOn_Ioi`; continuity supplies measurability and `Real.abs_cos_le_one` the pointwise bound.

In `integral_damped_cos`, `hd` builds $F'$ from the chain and product rules, and `ring` cancels the sine terms once $D$ is cleared. In `hlim`, `hb` bounds the trigonometric factor by $|w|+G$ and `squeeze_zero_norm` gives $F\to0$. Then `integral_Ioi_of_hasDerivAt_of_tendsto'`, the fundamental theorem of calculus on a half-line, returns $0-F(0)$. `conversionRate_exp` pulls out $2V^2$ with `integral_const_mul`.

## The completed square, the sign and the sum

`conversionRate_deficit` replaces $|w|$ by a positive variable `a` and checks the identity with `field_simp` and `ring`. `conversionRate_max` uses it twice, with `positivity` for the sign of the deficit and again at $G=|w|$, where the square is zero. `conversionRate_eq_max_iff` removes in turn the nonzero denominator, the factor $V^2$ and the square, leaving $|w|-G=0$.

`conversionRate_turnover` cross-multiplies with `div_le_div_iff₀`, compares $G_1G_2$ with $w^2$ in `key`, and gives `nlinarith` the nonnegative product of $V^2$, $G_2-G_1$ and the correctly signed difference. In `conversionRate_multiExp`, `hlin` exchanges sum and integral, which needs each term integrable, and `Finset.sum_le_sum` adds the bounds.

## A two-sided complex transform

The rate might also be defined as $\int_{-\infty}^{\infty}C(t)e^{iwt}\,dt$ for complex $C$ with $C(-t)=\overline{C(t)}$, where $i$ now denotes the imaginary unit. For $C(t)=V^2e^{-G|t|}$ the half-lines would contribute $V^2/(G-iw)$ and its conjugate, which add to the same Lorentzian, and a single complex exponential would replace $F$. A complex $C$ would permit different rates at $w$ and $-w$, as detailed balance at a finite temperature requires for $w\neq0$, but the bound by $C(0)/|w|$ does not carry over to such $C$: the function $C(t)=V^2e^{-G|t|-iwt}$ has the required symmetry and gives $2V^2/G$, which for $V\neq0$ exceeds $V^2/|w|$ when $G<2|w|$. The file contains no theorem about this variant.
